# If G² = 1 and G H(t) G = −H(T − t), then G U(T − t) G solves the same Schrödinger equation as U(t)

The theorem `reversed_evolves` concerns a finite-dimensional quantum system driven over the times 0 to T by a Hermitian Hamiltonian H(t), with a matrix G such that G² = 1 and G H(t) G = −H(T − t). It states that if a matrix function U satisfies U′ = −i H U on [0, T], in units with ħ = 1, then so does t ↦ G U(T − t) G. U need be neither unitary nor the identity at time 0, and the derivatives are taken entry by entry within the interval. The attempt differentiates U(T − t) by the chain rule, puts in the constant factors G by the product rule, and uses the chiral symmetry to move the Hamiltonian through G.

In Lean, a first try:

```lean
import Mathlib

open Matrix Complex
open scoped ComplexOrder

namespace ChiralDrivenSystem

noncomputable section

variable {n : Type*} [Fintype n] [DecidableEq n]

/-- The matrix function `V` obeys the Schrödinger equation `V' = -i H V` on `[0, T]`,
entry by entry. -/
def Evolves (T : ℝ) (H V : ℝ → Matrix n n ℂ) : Prop :=
  ∀ t ∈ Set.Icc 0 T, ∀ i j,
    HasDerivWithinAt (fun s => V s i j) (((-I) • (H t * V t)) i j) (Set.Icc 0 T) t

/-- A Hermitian drive on `[0, T]` with chiral symmetry: the involution `G` turns `H(t)`
into `-H(T - t)`. -/
structure IsChiralDrive (T : ℝ) (H : ℝ → Matrix n n ℂ) (G : Matrix n n ℂ) : Prop where
  hermitian : ∀ t ∈ Set.Icc 0 T, (H t)ᴴ = H t
  involution : G * G = 1
  chiral : ∀ t ∈ Set.Icc 0 T, G * H t * G = -H (T - t)

omit [DecidableEq n] in
/-- The product rule for matrix functions, entry by entry. -/
theorem product_rule {A B : ℝ → Matrix n n ℂ} {A' B' : Matrix n n ℂ} {S : Set ℝ} {t : ℝ}
    (hA : ∀ i j, HasDerivWithinAt (fun s => A s i j) (A' i j) S t)
    (hB : ∀ i j, HasDerivWithinAt (fun s => B s i j) (B' i j) S t) (i j : n) :
    HasDerivWithinAt (fun s => (A s * B s) i j) ((A' * B t + A t * B') i j) S t := by
  have h := HasDerivWithinAt.fun_sum (u := Finset.univ)
    (fun k _ => (hA i k).fun_mul (hB k j))
  simp only [Matrix.mul_apply, Matrix.add_apply, ← Finset.sum_add_distrib]
  exact h

/-- Under a chiral drive, the reversed and transformed propagator `G U(T - t) G` obeys the
same Schrödinger equation as `U(t)`. -/
theorem reversed_evolves {T : ℝ} {H U : ℝ → Matrix n n ℂ} {G : Matrix n n ℂ}
    (hH : IsChiralDrive T H G) (hU : Evolves T H U) :
    Evolves T H (fun t => G * U (T - t) * G) := by
  intro t ht i j
  have ht' : T - t ∈ Set.Icc 0 T := ⟨by linarith [ht.2], by linarith [ht.1]⟩
  have hR : ∀ a b, HasDerivWithinAt (fun s => U (T - s) a b)
      ((I • (H (T - t) * U (T - t))) a b) (Set.Icc 0 T) t := by
    intro a b
    have h := HasDerivWithinAt.scomp t (hU (T - t) ht' a b)
      ((hasDerivAt_id' t).const_sub T).hasDerivWithinAt
      (fun s hs => ⟨by linarith [hs.2], by linarith [hs.1]⟩)
    exact h.congr_deriv (by simp)
  have hG : ∀ a b, HasDerivWithinAt (fun _ : ℝ => G a b) ((0 : Matrix n n ℂ) a b)
      (Set.Icc 0 T) t := fun a b => hasDerivWithinAt_const _ _ _
  have h := product_rule (product_rule (A := fun _ => G) hG hR) (B := fun _ => G) hG i j
  -- chiral symmetry moves the Hamiltonian through `G`
  have hc : G * H (T - t) = -(H t * G) := by
    have h1 : H (T - t) = -(G * H t * G) := by rw [hH.chiral t ht, neg_neg]
    rw [h1, mul_neg, ← mul_assoc, ← mul_assoc, hH.involution, one_mul]
  refine h.congr_deriv (congrFun (congrFun ?_ i) j)
  simp only [zero_mul, zero_add, mul_zero, add_zero, Matrix.mul_smul, Matrix.smul_mul,
    neg_smul]
  rw [← smul_neg]
  congr 1
  calc G * (H (T - t) * U (T - t)) * G = (G * H (T - t)) * U (T - t) * G := by
        noncomm_ring
    _ = -(H t * (G * U (T - t) * G)) := by rw [hc]; noncomm_ring

end

end ChiralDrivenSystem
```

Lean reports:

```
Main.lean:48:33: error: Invalid projection: Type of
  hs
is not known; cannot resolve projection `2`
Main.lean:48:33: error: Argument passed to linarith has metavariables:
  ?m.159
Main.lean:48:53: error: Invalid projection: Type of
  hs
is not known; cannot resolve projection `1`
Main.lean:48:53: error: Argument passed to linarith has metavariables:
  ?m.161
```

Cause. The fault is in the chain-rule step. `HasDerivWithinAt.scomp` needs a proof that s ↦ T − s maps the set on which the inner function is differentiated into [0, T]. But nothing in `have h := ...` says what that first set is: `.hasDerivWithinAt` gives a derivative within any set, and `h` has no stated type. So when Lean comes to `hs.2` and `hs.1`, it doesn't know that `hs` means 0 ≤ s ≤ T, and it can't take the two halves. The `linarith` messages follow from this, since its arguments are left as unfilled placeholders.

The repair proves the mapping property first, as `hmaps`, with `Set.Icc 0 T` written out as both source and target. Now `hs.1` and `hs.2` are the two bounds on s, and passing `hmaps` to `scomp` fixes the missing set. The lemmas `sub_nonneg` and `sub_le_self` give the inequalities 0 ≤ T − s and T − s ≤ T that `linarith` was meant to prove; the messages show no fault in the arithmetic itself.

This version goes through:

```diff
@@ -44,7 +44,9 @@
       ((I • (H (T - t) * U (T - t))) a b) (Set.Icc 0 T) t := by
     intro a b
+    have hmaps : Set.MapsTo (fun s : ℝ => T - s) (Set.Icc 0 T) (Set.Icc 0 T) :=
+      fun s hs => ⟨sub_nonneg.2 hs.2, sub_le_self T hs.1⟩
     have h := HasDerivWithinAt.scomp t (hU (T - t) ht' a b)
       ((hasDerivAt_id' t).const_sub T).hasDerivWithinAt
-      (fun s hs => ⟨by linarith [hs.2], by linarith [hs.1]⟩)
+      hmaps
     exact h.congr_deriv (by simp)
   have hG : ∀ a b, HasDerivWithinAt (fun _ : ℝ => G a b) ((0 : Matrix n n ℂ) a b)
```
